# The Newmark recurrence with γ = 1/2 for a harmonic oscillator is stable at every time step exactly when its parameter β is at least 1/4

When a harmonic oscillator of angular frequency $w>0$ is integrated with time step $h>0$, the computed positions can grow although the true motion does not. Here "stable" means that every real sequence obeying the recurrence is bounded, whatever its starting values. This counts slow linear growth as instability, as well as exponential growth.

## The step limit and the conserved quadratic form

Let $x_n$ be the position at time $nh$, $\beta$ the real Newmark parameter, and $s=h^2w^2$. The recurrence is

$$x_{n+2}-2x_{n+1}+x_n=-s\,[\beta x_{n+2}+(1-2\beta)x_{n+1}+\beta x_n].$$

Newmark's general method has a second parameter, $\gamma$; this is the case $\gamma=1/2$. For $\beta\ge0$, stability at a given step is equivalent to $s(1-4\beta)<4$. Stability at all $h>0$ is equivalent to $\beta\ge1/4$, for any real $\beta$. In each case an explicit growing solution proves instability, while boundedness follows from the conservation of

$$E_n=A(x_{n+1}-x_n)^2+B(x_{n+1}+x_n)^2,\qquad A=1+(\beta-\tfrac14)s,\quad B=\tfrac s4.$$

## Where a code meets the limit

For a single harmonic mode, Verlet ($\beta=0$) is stable only when $hw<2$, so a stiff bond vibration puts an upper limit on the time step. An implicit code with $\beta=1/4$ has no such limit for that mode.

## From conservation to the threshold

With $D=1+\beta s$, collecting terms turns the recurrence into

$$D(x_{n+2}-2x_{n+1}+x_n)+s\,x_{n+1}=0.$$

Factoring the differences of squares gives

$$E_{n+1}-E_n=(x_{n+2}-x_n)\,[A(x_{n+2}-2x_{n+1}+x_n)+B(x_{n+2}+2x_{n+1}+x_n)].$$

Since $A+B=D$ and $2(B-A)=s-2D$, the bracket is the left side of the collected recurrence, so it vanishes.

**Bounded case.** If $s(1-4\beta)<4$, then $A=1-s(1-4\beta)/4>0$, and $B>0$. Hence $(x_{n+1}-x_n)^2\le E_0/A$ and $(x_{n+1}+x_n)^2\le E_0/B$. As $2x_n=(x_{n+1}+x_n)-(x_{n+1}-x_n)$,

$$|x_n|\le\tfrac12\left(\sqrt{E_0/A}+\sqrt{E_0/B}\right).$$

**Unbounded case.** Let $D>0$, which always holds when $\beta\ge0$, and let $s(1-4\beta)\ge4$, that is, $s\ge4D$. Substituting $x_n=(-1)^ne_n$ gives

$$e_{n+2}=2k\,e_{n+1}-e_n,\qquad k=\frac{s}{2D}-1\ge1.$$

Start from $e_0=0$, $e_1=1$. If $e_n\ge n$ and $e_{n+1}-e_n\ge1$, then $e_{n+1}\ge n+1$ and

$$e_{n+2}-e_{n+1}=2(k-1)e_{n+1}+(e_{n+1}-e_n)\ge1.$$

By induction $e_n\ge n$ for all $n$, so the positions are unbounded.

**All steps.** If $\beta\ge1/4$, then $s(1-4\beta)\le0<4$ for every $h$. If $\beta<1/4$, the step $h=2/(w\sqrt{1-4\beta})$ gives $s(1-4\beta)=4$ and $D=s/4>0$, so it is unstable.

**Numbers.** Take $w=1$, $h=2$, $x_0=0$, $x_1=-1$. With $\beta=0$ the recurrence is $x_{n+2}=-2x_{n+1}-x_n$, giving $0,-1,2,-3,4,\dots$: $E_n=1$ throughout, but $A=0$. With $\beta=1/4$ it is $x_{n+2}=-x_n$, giving $0,-1,0,1,0,\dots$

## The recurrence and its proof in Lean

`IsTrajectory` is the recurrence for a sequence `x : ℕ → ℝ`, and `Stable` says that each such sequence has its own bound `C`. `discreteEnergy` is $E_n$, a squared length and not the mechanical energy; `envelope` is $e_n$.

In `discreteEnergy_conserved`, `linear_combination` multiplies the recurrence by $x_{n+2}-x_n$. `stable_of_lt` divides by $A$ and $B$ to bound the two squares by `P` and `Q`, then uses the looser bound `P + Q + 1` on $|x_n|$. `envelope_growth` is the induction, and `not_stable_of_le` takes a proposed bound and picks an $n$ larger than it. `unconditionally_stable_iff` inserts `criticalStep`; the last two theorems take square roots of the fixed-step criterion `stable_iff`.

```lean
import Mathlib

noncomputable section

namespace NewmarkStability

/-- The positions `x n` follow the Newmark recurrence with parameter `β` and time step `h`
for a harmonic oscillator of angular frequency `w`. -/
def IsTrajectory (β w h : ℝ) (x : ℕ → ℝ) : Prop :=
  ∀ n, x (n + 2) - 2 * x (n + 1) + x n =
    -(h ^ 2 * w ^ 2) * (β * x (n + 2) + (1 - 2 * β) * x (n + 1) + β * x n)

/-- The scheme is stable at time step `h` if every trajectory stays bounded. -/
def Stable (β w h : ℝ) : Prop :=
  ∀ x, IsTrajectory β w h x → ∃ C, ∀ n, |x n| ≤ C

/-- A discrete energy: a weighted sum of the squared displacement over one step and the
squared sum of the two positions. -/
def discreteEnergy (β w h : ℝ) (x : ℕ → ℝ) (n : ℕ) : ℝ :=
  (1 + (β - 1 / 4) * (h ^ 2 * w ^ 2)) * (x (n + 1) - x n) ^ 2
    + h ^ 2 * w ^ 2 / 4 * (x (n + 1) + x n) ^ 2

/-- The amplitude of an oscillation that changes sign at every step, started from `0` and `1`,
with growth parameter `k`. -/
def envelope (k : ℝ) : ℕ → ℝ
  | 0 => 0
  | 1 => 1
  | n + 2 => 2 * k * envelope k (n + 1) - envelope k n

/-- The critical time step `2 / (w √(1 - 4β))`, meant for `w > 0` and `β < 1/4`. -/
def criticalStep (β w : ℝ) : ℝ := 2 / (w * √(1 - 4 * β))

/-- The discrete energy is exactly conserved along every Newmark trajectory. -/
theorem discreteEnergy_conserved {β w h : ℝ} {x : ℕ → ℝ} (hx : IsTrajectory β w h x) (n : ℕ) :
    discreteEnergy β w h x n = discreteEnergy β w h x 0 := by
  induction n with
  | zero => rfl
  | succ n ih =>
    rw [← ih]
    show (1 + (β - 1 / 4) * (h ^ 2 * w ^ 2)) * (x (n + 2) - x (n + 1)) ^ 2
        + h ^ 2 * w ^ 2 / 4 * (x (n + 2) + x (n + 1)) ^ 2
      = (1 + (β - 1 / 4) * (h ^ 2 * w ^ 2)) * (x (n + 1) - x n) ^ 2
        + h ^ 2 * w ^ 2 / 4 * (x (n + 1) + x n) ^ 2
    -- multiply the equation of motion by the displacement over two steps
    linear_combination (x (n + 2) - x n) * hx n

/-- For positive `w` and `h` with `h²w²(1 - 4β) < 4`, every trajectory is bounded. -/
theorem stable_of_lt {β w h : ℝ} (hw : 0 < w) (hh : 0 < h)
    (hlt : h ^ 2 * w ^ 2 * (1 - 4 * β) < 4) : Stable β w h := by
  intro x hx
  have hB : 0 < h ^ 2 * w ^ 2 / 4 := by positivity
  have hA : 0 < 1 + (β - 1 / 4) * (h ^ 2 * w ^ 2) := by nlinarith
  have hE : ∀ n, (1 + (β - 1 / 4) * (h ^ 2 * w ^ 2)) * (x (n + 1) - x n) ^ 2
      + h ^ 2 * w ^ 2 / 4 * (x (n + 1) + x n) ^ 2 = discreteEnergy β w h x 0 :=
    fun n => discreteEnergy_conserved hx n
  -- both squares in the positive definite energy are bounded
  obtain ⟨P, hP⟩ : ∃ P, ∀ n, (x (n + 1) - x n) ^ 2 ≤ P := by
    refine ⟨discreteEnergy β w h x 0 / (1 + (β - 1 / 4) * (h ^ 2 * w ^ 2)), fun n => ?_⟩
    rw [le_div_iff₀ hA]
    linarith [hE n, mul_nonneg hB.le (sq_nonneg (x (n + 1) + x n))]
  obtain ⟨Q, hQ⟩ : ∃ Q, ∀ n, (x (n + 1) + x n) ^ 2 ≤ Q := by
    refine ⟨discreteEnergy β w h x 0 / (h ^ 2 * w ^ 2 / 4), fun n => ?_⟩
    rw [le_div_iff₀ hB]
    linarith [hE n, mul_nonneg hA.le (sq_nonneg (x (n + 1) - x n))]
  refine ⟨P + Q + 1, fun n => ?_⟩
  have h1 := hP n
  have h2 := hQ n
  rw [abs_le]
  constructor <;>
    nlinarith [sq_nonneg (x (n + 1) - x n), sq_nonneg (x (n + 1) + x n),
      sq_nonneg (x (n + 1) - x n - 1), sq_nonneg (x (n + 1) - x n + 1),
      sq_nonneg (x (n + 1) + x n - 1), sq_nonneg (x (n + 1) + x n + 1)]

/-- For `k ≥ 1` the amplitude after `n` steps is at least `n`, and it grows by at least one
at each step. -/
theorem envelope_growth {k : ℝ} (hk : 1 ≤ k) (n : ℕ) :
    (n : ℝ) ≤ envelope k n ∧ envelope k n + 1 ≤ envelope k (n + 1) := by
  induction n with
  | zero => simp [envelope]
  | succ n ih =>
    obtain ⟨h1, h2⟩ := ih
    have hn : (0 : ℝ) ≤ n := Nat.cast_nonneg n
    have hrec : envelope k (n + 1 + 1) = 2 * k * envelope k (n + 1) - envelope k n := rfl
    have hpos : 0 ≤ envelope k (n + 1) := by linarith
    constructor
    · push_cast
      linarith
    · rw [hrec]
      nlinarith [mul_nonneg (sub_nonneg.2 hk) hpos]

/-- If `1 + βh²w² > 0` and `h²w²(1 - 4β) ≥ 4`, some trajectory is unbounded. -/
theorem not_stable_of_le {β w h : ℝ} (hD : 0 < 1 + β * (h ^ 2 * w ^ 2))
    (hle : 4 ≤ h ^ 2 * w ^ 2 * (1 - 4 * β)) : ¬ Stable β w h := by
  intro hst
  obtain ⟨k, hk⟩ : ∃ k : ℝ, k * (2 * (1 + β * (h ^ 2 * w ^ 2)))
      = h ^ 2 * w ^ 2 - 2 * (1 + β * (h ^ 2 * w ^ 2)) :=
    ⟨_, div_mul_cancel₀ _ (by positivity)⟩
  have hk1 : 1 ≤ k := by
    by_contra hlt
    have hlt' : k < 1 := lt_of_not_ge hlt
    nlinarith [mul_pos (sub_pos.2 hlt') hD]
  -- the growing oscillation with alternating sign solves the recurrence
  have hsol : IsTrajectory β w h (fun n => (-1) ^ n * envelope k n) := by
    intro n
    have hrec : envelope k (n + 2) = 2 * k * envelope k (n + 1) - envelope k n := rfl
    simp only [hrec]
    linear_combination (-1) ^ n * envelope k (n + 1) * hk
  obtain ⟨C, hC⟩ := hst _ hsol
  obtain ⟨n, hn⟩ := exists_nat_gt C
  have hCn : |(-1 : ℝ) ^ n * envelope k n| ≤ C := hC n
  rw [abs_mul, abs_pow, abs_neg, abs_one, one_pow, one_mul] at hCn
  linarith [(envelope_growth hk1 n).1, le_abs_self (envelope k n)]

/-- Stability at a given step: for `β ≥ 0` and positive `w` and `h`, all trajectories are
bounded exactly when `h²w²(1 - 4β) < 4`. -/
theorem stable_iff {β w h : ℝ} (hβ : 0 ≤ β) (hw : 0 < w) (hh : 0 < h) :
    Stable β w h ↔ h ^ 2 * w ^ 2 * (1 - 4 * β) < 4 := by
  refine ⟨fun hst => ?_, stable_of_lt hw hh⟩
  by_contra hge
  exact not_stable_of_le (by positivity) (le_of_not_gt hge) hst

/-- Unconditional Newmark stability: for an oscillator with `w > 0` and any real `β`, all
trajectories are bounded at every time step `h > 0` exactly when `β ≥ 1/4`. -/
theorem unconditionally_stable_iff {β w : ℝ} (hw : 0 < w) :
    (∀ h, 0 < h → Stable β w h) ↔ 1 / 4 ≤ β := by
  constructor
  · intro hall
    by_contra hlt
    have hb : 0 < 1 - 4 * β := by linarith [lt_of_not_ge hlt]
    have hr : 0 < w * √(1 - 4 * β) := mul_pos hw (Real.sqrt_pos.2 hb)
    have hc : 0 < criticalStep β w := div_pos two_pos hr
    have hcr : criticalStep β w * (w * √(1 - 4 * β)) = 2 := div_mul_cancel₀ 2 hr.ne'
    -- the critical step itself is already unstable
    have hs : criticalStep β w ^ 2 * w ^ 2 * (1 - 4 * β) = 4 := by
      calc criticalStep β w ^ 2 * w ^ 2 * (1 - 4 * β)
          = criticalStep β w ^ 2 * w ^ 2 * √(1 - 4 * β) ^ 2 := by rw [Real.sq_sqrt hb.le]
        _ = (criticalStep β w * (w * √(1 - 4 * β))) ^ 2 := by ring
        _ = 4 := by rw [hcr]; norm_num
    have hpos : 0 < criticalStep β w ^ 2 * w ^ 2 := by positivity
    exact not_stable_of_le (by linarith) hs.ge (hall _ hc)
  · intro hβ h hh
    have hs : 0 < h ^ 2 * w ^ 2 := by positivity
    have hb : 0 ≤ 4 * β - 1 := by linarith
    exact stable_of_lt hw hh (by linarith [mul_nonneg hs.le hb])

/-- For `0 ≤ β < 1/4` and positive `w` and `h`, the scheme is stable exactly when the time step
is below the critical step. -/
theorem stable_iff_lt_criticalStep {β w h : ℝ} (hβ : 0 ≤ β) (hβ' : β < 1 / 4)
    (hw : 0 < w) (hh : 0 < h) : Stable β w h ↔ h < criticalStep β w := by
  have hb : 0 < 1 - 4 * β := by linarith
  have hr : 0 < w * √(1 - 4 * β) := mul_pos hw (Real.sqrt_pos.2 hb)
  have e : h ^ 2 * w ^ 2 * (1 - 4 * β) = (h * (w * √(1 - 4 * β))) ^ 2 := by
    rw [mul_pow, mul_pow, Real.sq_sqrt hb.le]
    ring
  have hy : 0 < h * (w * √(1 - 4 * β)) := mul_pos hh hr
  rw [stable_iff hβ hw hh, e, criticalStep, lt_div_iff₀ hr]
  generalize h * (w * √(1 - 4 * β)) = y at hy ⊢
  constructor <;> intro hlt <;> nlinarith

/-- The Verlet case `β = 0`: for positive `w` and `h`, all trajectories are bounded exactly
when `hw < 2`. -/
theorem verlet_stable_iff {w h : ℝ} (hw : 0 < w) (hh : 0 < h) :
    Stable 0 w h ↔ h * w < 2 := by
  have e : h ^ 2 * w ^ 2 * (1 - 4 * 0) = (h * w) ^ 2 := by ring
  have hy : 0 < h * w := mul_pos hh hw
  rw [stable_iff le_rfl hw hh, e]
  generalize h * w = y at hy ⊢
  constructor <;> intro hlt <;> nlinarith

end NewmarkStability
```

```lean
#print axioms NewmarkStability.unconditionally_stable_iff
#print axioms NewmarkStability.stable_iff_lt_criticalStep
#print axioms NewmarkStability.verlet_stable_iff
```

```
'NewmarkStability.unconditionally_stable_iff' depends on axioms: [propext, Classical.choice, Quot.sound]
'NewmarkStability.stable_iff_lt_criticalStep' depends on axioms: [propext, Classical.choice, Quot.sound]
'NewmarkStability.verlet_stable_iff' depends on axioms: [propext, Classical.choice, Quot.sound]
```

## Bounded positions are not yet accurate ones

The theorems guarantee boundedness for one undamped oscillator in real arithmetic; they say nothing about rounding or an implicit solver's tolerance. Nor does boundedness imply accuracy: the $\beta=1/4$ example has period 8, where the true period is $2\pi$. The step left to the user is from one harmonic mode to the coupled, anharmonic forces of a simulation.

Stability could also have been defined by requiring the roots of the characteristic polynomial to satisfy $|z|\le1$. That would admit the double root $z=-1$ at the critical step, turning `<` into `≤` in `stable_iff`, while the threshold $\beta=1/4$ would stay the same.
